# For symmetric force constants, a negative total sum forces an imaginary harmonic frequency

**A:** Take a real symmetric force-constant matrix $\Phi_{ij}$ for $N\ge 1$ coordinates with masses $m_i>0$. The lowest eigenvalue $w$ of the dynamical matrix $D_{ij}=\Phi_{ij}/\sqrt{m_im_j}$ satisfies

$$w\;\le\;\frac{\sum_{ij}\Phi_{ij}}{\sum_i m_i}.$$

If the sum of all force constants is negative, then $w<0$, and the harmonic equations of motion have an exponentially growing solution.

**Q:** Why would that sum be negative? Moving every atom together costs no energy.

**A:** In a system free of external fields it costs none. The acoustic sum rule expresses this; with one coordinate per atom it reads $\sum_j\Phi_{ij}=0$ for each $i$, and in three dimensions it holds for each direction of translation separately. Computed forces can violate it. In a plane-wave calculation, for instance, the exchange-correlation energy is evaluated on a real-space grid that stays put while the atoms move. The exact sum is zero, so whatever remains is error, and it can have either sign. For a finite harmonic model, the theorem turns a negative remainder into a guaranteed imaginary frequency, which need not signal a real structural instability.

**Q:** Derive the bound by hand first.

**A:** Since $D$ is symmetric, it has an orthonormal eigenbasis with eigenvalues $\lambda_k\ge w$. Expand any vector $v$ in it with coefficients $c_k$:

$$v^TDv=\sum_k\lambda_kc_k^2\;\ge\; w\sum_kc_k^2=w\,v^Tv.$$

Now choose a displacement pattern $u$ and set $v_i=\sqrt{m_i}\,u_i$. The square roots cancel in $v^TDv$, so

$$w\sum_i m_iu_i^2\;\le\;\sum_{ij}u_i\Phi_{ij}u_j.$$

Putting $u_i=1$ for all $i$ and dividing by $\sum_i m_i>0$ gives the result.

**Q:** And the growing solution?

**A:** Let $Dv=wv$ with $v\ne0$ and $w<0$, and put $u_i=v_i/\sqrt{m_i}$. Multiplying row $i$ of the eigenvalue equation by $\sqrt{m_i}$ gives $\sum_j\Phi_{ij}u_j=w\,m_iu_i$. With $\kappa=\sqrt{-w}$ and $x_i(t)=e^{\kappa t}u_i$,

$$m_i\ddot x_i=\kappa^2m_ix_i=-w\,m_ix_i=-\sum_j\Phi_{ij}x_j,$$

which is Newton's equation with harmonic forces.

**Q:** Then show me what the formal version means by a frequency. I suspect that it only talks about matrices.

**A:** It has both sides. The finite type `n` labels the coordinates, and the dynamical matrix is the usual one.

In Lean 4 with Mathlib:

```lean
import Mathlib

open Matrix

namespace AcousticSumRuleInstability

noncomputable section

variable {n : Type*} [Fintype n] [DecidableEq n]

/-- The dynamical matrix `Φ i j / √(m i * m j)`, for positive masses `m`. -/
def dynamicalMatrix (Φ : Matrix n n ℝ) (m : n → ℝ) : Matrix n n ℝ :=
  Matrix.of fun i j => Φ i j / √(m i * m j)
```

Squared frequencies are the real numbers $w$ for which $Dv=wv$ has a nonzero solution. "Lowest" will mean `IsLeast` of this set: $w$ belongs to it and nothing in it is smaller.

```lean
/-- The set of real eigenvalues of a matrix; for the dynamical matrix of symmetric force constants
and positive masses these are the squared frequencies. -/
def eigenvalueSet (A : Matrix n n ℝ) : Set ℝ :=
  {w | ∃ v : n → ℝ, v ≠ 0 ∧ A *ᵥ v = w • v}

/-- The mass-weighted form `√(m i) * u i` of a displacement pattern `u`. -/
def massWeighted (m u : n → ℝ) : n → ℝ := fun i => √(m i) * u i
```

The dynamics enters separately. `IsTrajectory` asks for a velocity `v` such that, at every time, the derivative of position is `v` and the derivative of `v` is force over mass. The force is $-\Phi x$, so anharmonic terms are absent by definition.

```lean
/-- The trajectory `x` obeys Newton's equations with harmonic forces `-Φ x`,
for positive masses `m`. -/
def IsTrajectory (Φ : Matrix n n ℝ) (m : n → ℝ) (x : ℝ → n → ℝ) : Prop :=
  ∃ v : ℝ → n → ℝ, ∀ t i, HasDerivAt (fun s => x s i) (v t i) t ∧
    HasDerivAt (fun s => v s i) (-(∑ j, Φ i j * x t j) / m i) t
```

**Q:** You speak of the lowest eigenvalue as if it were there. Is that assumed?

**A:** It is proved. The first lemma expands $(A-w)v$, and the second puts the eigenvalues supplied by Mathlib's spectral theorem into our set, which is therefore nonempty for $N\ge1$. Every member is a root of the characteristic polynomial, so the set is finite, and a finite nonempty set of reals has a least element.

```lean
lemma shift_mulVec (A : Matrix n n ℝ) (w : ℝ) (v : n → ℝ) :
    (A - w • (1 : Matrix n n ℝ)) *ᵥ v = A *ᵥ v - w • v := by
  rw [Matrix.sub_mulVec, Matrix.smul_mulVec, Matrix.one_mulVec]

lemma eigenvalues_mem {A : Matrix n n ℝ} (hA : A.IsHermitian) (i : n) :
    hA.eigenvalues i ∈ eigenvalueSet A :=
  ⟨_, fun h => hA.eigenvectorBasis.orthonormal.ne_zero i
    (PiLp.ext fun k => congrFun h k), hA.mulVec_eigenvectorBasis i⟩

/-- A real symmetric matrix of size at least one has a lowest eigenvalue. -/
theorem exists_lowest [Nonempty n] {A : Matrix n n ℝ} (hA : A.IsHermitian) :
    ∃ w, IsLeast (eigenvalueSet A) w := by
  -- eigenvalues are roots of the characteristic polynomial, hence finite in number
  have hfin : (eigenvalueSet A).Finite := by
    refine (Polynomial.finite_setOfPred_isRoot (Matrix.charpoly_monic A).ne_zero).subset ?_
    rintro w ⟨v, hv, h⟩
    change Polynomial.eval w A.charpoly = 0
    rw [Matrix.eval_charpoly]
    refine Matrix.exists_mulVec_eq_zero_iff.mp ⟨v, hv, ?_⟩
    rw [Matrix.scalar_apply, ← Matrix.smul_one_eq_diagonal, Matrix.sub_mulVec,
      Matrix.smul_mulVec, Matrix.one_mulVec, h, sub_self]
  obtain ⟨w, hw, hmin⟩ := Set.exists_min_image (eigenvalueSet A) id hfin
    ⟨_, eigenvalues_mem hA (Classical.arbitrary n)⟩
  exact ⟨w, hw, fun y hy => hmin y hy⟩
```

**Q:** Where is the eigenvector expansion from your derivation?

**A:** It is packaged as positive semidefiniteness of $A-w$. If $\mu$ is an eigenvalue of $A-w$, then $\mu+w$ is one of $A$, so $\mu+w\ge w$ and $\mu\ge0$. A symmetric matrix with nonnegative eigenvalues has a nonnegative quadratic form, which is the inequality $v^TAv\ge w\,v^Tv$.

```lean
/-- Subtracting its lowest eigenvalue from a real symmetric matrix leaves a positive
semidefinite matrix. -/
theorem shifted_posSemidef {A : Matrix n n ℝ} (hA : A.IsHermitian) {w : ℝ}
    (hw : IsLeast (eigenvalueSet A) w) : (A - w • (1 : Matrix n n ℝ)).PosSemidef := by
  have hB : (A - w • (1 : Matrix n n ℝ)).IsHermitian :=
    hA.sub (by simp [Matrix.IsHermitian])
  refine hB.posSemidef_iff_eigenvalues_nonneg.mpr fun i => ?_
  obtain ⟨v, hv, h⟩ := eigenvalues_mem hB i
  rw [shift_mulVec] at h
  have h2 := hw.2 ⟨v, hv, show A *ᵥ v = (hB.eigenvalues i + w) • v by
    rw [add_smul, ← h, sub_add_cancel]⟩
  change 0 ≤ hB.eigenvalues i
  linarith
```

**Q:** And the mass weighting?

**A:** Four lemmas handle it. The first says that $D$ inherits the symmetry of $\Phi$. The second computes $(Dv)_i=\sum_j\Phi_{ij}u_j/\sqrt{m_i}$ for the weighted pattern $v$. The third, `mode_iff`, is the equivalence between $Dv=wv$ and $\sum_j\Phi_{ij}u_j=w\,m_iu_i$. The fourth evaluates the quadratic form of $D-w$ as $\sum_{ij}u_i\Phi_{ij}u_j-w\sum_im_iu_i^2$.

```lean
omit [Fintype n] [DecidableEq n] in
lemma dynamicalMatrix_isHermitian {Φ : Matrix n n ℝ} (hΦ : Φ.IsSymm) (m : n → ℝ) :
    (dynamicalMatrix Φ m).IsHermitian := by
  ext i j
  simp only [Matrix.conjTranspose_apply, dynamicalMatrix, Matrix.of_apply, star_trivial]
  rw [hΦ.apply i j, mul_comm (m j)]

omit [DecidableEq n] in
lemma mulVec_massWeighted (Φ : Matrix n n ℝ) {m : n → ℝ} (hm : ∀ i, 0 < m i)
    (u : n → ℝ) (i : n) :
    (dynamicalMatrix Φ m *ᵥ massWeighted m u) i = (∑ j, Φ i j * u j) / √(m i) := by
  simp only [Matrix.mulVec, dotProduct, dynamicalMatrix, Matrix.of_apply, massWeighted,
    Finset.sum_div]
  refine Finset.sum_congr rfl fun j _ => ?_
  have hi := (Real.sqrt_pos.mpr (hm i)).ne'
  have hj := (Real.sqrt_pos.mpr (hm j)).ne'
  rw [Real.sqrt_mul (hm i).le]
  field_simp

omit [DecidableEq n] in
/-- For positive masses, a mass-weighted pattern solves the eigenvalue equation of the
dynamical matrix exactly when the displacements satisfy `Φ u = w m u`. -/
theorem mode_iff (Φ : Matrix n n ℝ) {m : n → ℝ} (hm : ∀ i, 0 < m i) (u : n → ℝ) (w : ℝ) :
    dynamicalMatrix Φ m *ᵥ massWeighted m u = w • massWeighted m u ↔
      ∀ i, ∑ j, Φ i j * u j = w * (m i * u i) := by
  rw [funext_iff]
  refine forall_congr' fun i => ?_
  have h := Real.mul_self_sqrt (hm i).le
  have e : w * massWeighted m u i * √(m i) = w * (m i * u i) := by
    simp only [massWeighted]
    linear_combination w * u i * h
  rw [mulVec_massWeighted Φ hm, Pi.smul_apply, smul_eq_mul,
    div_eq_iff (Real.sqrt_pos.mpr (hm i)).ne', e]

lemma quadratic_form (Φ : Matrix n n ℝ) {m : n → ℝ} (hm : ∀ i, 0 < m i)
    (u : n → ℝ) (w : ℝ) :
    massWeighted m u ⬝ᵥ ((dynamicalMatrix Φ m - w • (1 : Matrix n n ℝ)) *ᵥ massWeighted m u)
      = ∑ i, u i * ∑ j, Φ i j * u j - w * ∑ i, m i * u i ^ 2 := by
  rw [shift_mulVec, Finset.mul_sum, ← Finset.sum_sub_distrib]
  refine Finset.sum_congr rfl fun i _ => ?_
  rw [Pi.sub_apply, mulVec_massWeighted Φ hm, Pi.smul_apply, smul_eq_mul]
  simp only [massWeighted]
  have h := Real.mul_self_sqrt (hm i).le
  have h1 : √(m i) * ((∑ j, Φ i j * u j) / √(m i)) = ∑ j, Φ i j * u j :=
    mul_div_cancel₀ _ (Real.sqrt_pos.mpr (hm i)).ne'
  linear_combination u i * h1 - w * u i ^ 2 * h
```

Nonnegativity of that last expression is the Rayleigh bound for an arbitrary pattern, and the uniform pattern `fun _ => 1` then gives the main theorem.

```lean
/-- Rayleigh bound: for symmetric force constants and positive masses, the lowest squared
frequency times `∑ m u²` is at most `uᵀ Φ u`, for every displacement pattern `u`. -/
theorem rayleigh_bound {Φ : Matrix n n ℝ} (hΦ : Φ.IsSymm) {m : n → ℝ} (hm : ∀ i, 0 < m i)
    {w : ℝ} (hw : IsLeast (eigenvalueSet (dynamicalMatrix Φ m)) w) (u : n → ℝ) :
    w * ∑ i, m i * u i ^ 2 ≤ ∑ i, u i * ∑ j, Φ i j * u j := by
  have h := (shifted_posSemidef (dynamicalMatrix_isHermitian hΦ m) hw).dotProduct_mulVec_nonneg
    (massWeighted m u)
  rw [star_trivial, quadratic_form Φ hm] at h
  linarith

/-- For symmetric force constants and positive masses, the lowest squared frequency is at
most the sum of all force constants divided by the total mass. -/
theorem lowest_le_sum_div_mass [Nonempty n] {Φ : Matrix n n ℝ} (hΦ : Φ.IsSymm)
    {m : n → ℝ} (hm : ∀ i, 0 < m i) :
    ∃ w, IsLeast (eigenvalueSet (dynamicalMatrix Φ m)) w ∧
      w ≤ (∑ i, ∑ j, Φ i j) / ∑ i, m i := by
  obtain ⟨w, hw⟩ := exists_lowest (dynamicalMatrix_isHermitian hΦ m)
  refine ⟨w, hw, ?_⟩
  rw [le_div_iff₀ (Finset.sum_pos (fun i _ => hm i) Finset.univ_nonempty)]
  -- the trial pattern is the uniform translation
  simpa using rayleigh_bound hΦ hm hw (fun _ => 1)
```

**Q:** How sharp is it? A bound from one trial vector could be far off.

**A:** It can be. A crystal with a genuinely unstable mode may have a $w$ far below the bound, and with two or more coordinates a nonnegative sum does not rule out an imaginary frequency. Equality holds exactly when every row sum satisfies $\sum_j\Phi_{ij}=w\,m_i$, that is, when uniform translation is itself a lowest mode. In one direction, equality makes the quadratic form of $D-w$ vanish on the weighted translation. For a positive semidefinite matrix this puts the vector in the kernel, and `mode_iff` reads off the row sums. In the other direction, one sums the row condition over $i$.

```lean
/-- For symmetric force constants and positive masses, the bound is attained exactly when
each row sum of `Φ` is the lowest squared frequency times the mass of that coordinate. -/
theorem lowest_eq_iff {Φ : Matrix n n ℝ} (hΦ : Φ.IsSymm) {m : n → ℝ} (hm : ∀ i, 0 < m i)
    {w : ℝ} (hw : IsLeast (eigenvalueSet (dynamicalMatrix Φ m)) w) :
    w = (∑ i, ∑ j, Φ i j) / ∑ i, m i ↔ ∀ i, ∑ j, Φ i j = w * m i := by
  have hne : Nonempty n := by
    obtain ⟨v, hv, _⟩ := hw.1
    rcases isEmpty_or_nonempty n with h | h
    · exact (hv (Subsingleton.elim _ _)).elim
    · exact h
  have hM : 0 < ∑ i, m i := Finset.sum_pos (fun i _ => hm i) Finset.univ_nonempty
  rw [eq_div_iff hM.ne']
  constructor
  · intro h
    -- a vanishing quadratic form puts the translation in the kernel
    have hq := quadratic_form Φ hm (fun _ => 1) w
    simp only [one_mul, mul_one, one_pow] at hq
    rw [← h, sub_self] at hq
    have hk := ((shifted_posSemidef (dynamicalMatrix_isHermitian hΦ m)
      hw).dotProduct_mulVec_zero_iff (massWeighted m fun _ => 1)).mp
        (by rw [star_trivial]; exact hq)
    rw [shift_mulVec, sub_eq_zero, mode_iff Φ hm] at hk
    simpa using hk
  · intro h
    rw [Finset.mul_sum]
    exact Finset.sum_congr rfl fun i _ => (h i).symm
```

There is a neighbouring result here. Suppose that the total sum is zero but some row sum is not. The bound gives $w\le0$, and $w=0$ would be the equality case, with all row sums zero. Hence $w<0$: correcting only the total still leaves an imaginary frequency. This corollary is not stated in the file, but it takes only the two theorems above.

**Q:** My atoms move in three dimensions. Your uniform pattern shifts $x$, $y$ and $z$ equally, and your "total mass" counts each atom three times.

**A:** Correct. For Cartesian coordinates, the main theorem describes a translation along $(1,1,1)$, and $\sum_im_i$ is three times the mass of the atoms. The next theorem uses the more natural variables. Coordinates are pairs `p` of an atom in `ι` and a direction in `d`, `M` gives one mass per atom, and `e` is a unit vector. The trial pattern moves every atom by `e`, and because $\sum_ae_a^2=1$, its squared mass-weighted norm is $\sum_iM_i$, with each atom counted once. The numerator is the force constant of that rigid translation, so you can test any direction you like.

```lean
/-- For atoms with positive masses `M` and symmetric force constants, the lowest squared
frequency is at most the force constant of a rigid translation along any unit vector `e`,
divided by the total mass. -/
theorem lowest_le_directional {ι d : Type*} [Fintype ι] [DecidableEq ι] [Nonempty ι]
    [Fintype d] [DecidableEq d] {Φ : Matrix (ι × d) (ι × d) ℝ} (hΦ : Φ.IsSymm)
    {M : ι → ℝ} (hM : ∀ i, 0 < M i) {e : d → ℝ} (he : ∑ a, e a ^ 2 = 1) :
    ∃ w, IsLeast (eigenvalueSet (dynamicalMatrix Φ fun p => M p.1)) w ∧
      w ≤ (∑ p, e p.2 * ∑ q, Φ p q * e q.2) / ∑ i, M i := by
  have hd : Nonempty d := by
    rcases isEmpty_or_nonempty d with h | h
    · simp at he
    · exact h
  obtain ⟨w, hw⟩ := exists_lowest (dynamicalMatrix_isHermitian hΦ fun p => M p.1)
  refine ⟨w, hw, ?_⟩
  have hmass : ∑ p : ι × d, M p.1 * e p.2 ^ 2 = ∑ i, M i := by
    rw [Fintype.sum_prod_type]
    simp only [← Finset.mul_sum, he, mul_one]
  rw [le_div_iff₀ (Finset.sum_pos (fun i _ => hM i) Finset.univ_nonempty), ← hmass]
  exact rayleigh_bound hΦ (fun p => hM p.1) hw fun p => e p.2
```

**Q:** Last doubt: a negative eigenvalue is still algebra. Where is the instability?

**A:** In the final theorem. Given a negative total sum, it supplies $\kappa>0$ and a nonzero pattern $u$ such that $-\kappa^2$ is the lowest squared frequency, $\kappa^2\ge-\sum_{ij}\Phi_{ij}/\sum_im_i$, and $e^{\kappa t}u$ obeys Newton's equations. The imaginary frequency is $\pm i\kappa$. The proof divides the eigenvector by $\sqrt{m_i}$, takes $\kappa=\sqrt{-w}$ and differentiates the exponential twice; the step named `key` is the force balance from the derivation.

```lean
/-- If symmetric force constants have a negative total sum and the masses are positive, the
lowest squared frequency is some `-κ²` with `κ > 0`, `κ²` is at least minus the sum over the
total mass, and Newton's equations have a nonzero solution growing as `exp (κ t)`. -/
theorem imaginary_frequency [Nonempty n] {Φ : Matrix n n ℝ} (hΦ : Φ.IsSymm)
    {m : n → ℝ} (hm : ∀ i, 0 < m i) (hS : ∑ i, ∑ j, Φ i j < 0) :
    ∃ (κ : ℝ) (u : n → ℝ), 0 < κ ∧ u ≠ 0 ∧
      IsLeast (eigenvalueSet (dynamicalMatrix Φ m)) (-κ ^ 2) ∧
      -((∑ i, ∑ j, Φ i j) / ∑ i, m i) ≤ κ ^ 2 ∧
      IsTrajectory Φ m (fun t i => Real.exp (κ * t) * u i) := by
  obtain ⟨w, hw, hle⟩ := lowest_le_sum_div_mass hΦ hm
  have hneg : w < 0 := lt_of_le_of_lt hle
    (div_neg_of_neg_of_pos hS (Finset.sum_pos (fun i _ => hm i) Finset.univ_nonempty))
  obtain ⟨v, hv, h⟩ := hw.1
  -- undo the mass weighting of the eigenvector
  obtain ⟨u, rfl⟩ : ∃ u, massWeighted m u = v :=
    ⟨fun i => v i / √(m i), funext fun i =>
      mul_div_cancel₀ _ (Real.sqrt_pos.mpr (hm i)).ne'⟩
  rw [mode_iff Φ hm] at h
  obtain ⟨κ, hκ0, hκ⟩ : ∃ κ : ℝ, 0 < κ ∧ κ ^ 2 = -w :=
    ⟨√(-w), Real.sqrt_pos.mpr (by linarith), Real.sq_sqrt (by linarith)⟩
  have hexp : ∀ t, HasDerivAt (fun s => Real.exp (κ * s)) (κ * Real.exp (κ * t)) t :=
    fun t => ((hasDerivAt_id' t).const_mul κ).exp.congr_deriv (by ring)
  refine ⟨κ, u, hκ0, ?_, by rw [hκ, neg_neg]; exact hw, by rw [hκ]; linarith,
    fun t i => κ * (Real.exp (κ * t) * u i), fun t i => ⟨?_, ?_⟩⟩
  · rintro rfl
    exact hv (funext fun i => by simp [massWeighted])
  · exact ((hexp t).mul_const (u i)).congr_deriv (by ring)
  · have hsum : ∑ j, Φ i j * (Real.exp (κ * t) * u j)
        = Real.exp (κ * t) * (w * (m i * u i)) := by
      rw [← h i, Finset.mul_sum]
      exact Finset.sum_congr rfl fun j _ => by ring
    have key : κ * (κ * Real.exp (κ * t) * u i)
        = -(∑ j, Φ i j * (Real.exp (κ * t) * u j)) / m i := by
      rw [hsum, eq_div_iff (hm i).ne']
      linear_combination Real.exp (κ * t) * u i * m i * hκ
    exact (((hexp t).mul_const (u i)).const_mul κ).congr_deriv key

end

end AcousticSumRuleInstability
```

```lean
#print axioms AcousticSumRuleInstability.lowest_eq_iff
#print axioms AcousticSumRuleInstability.lowest_le_directional
#print axioms AcousticSumRuleInstability.imaginary_frequency
```

```
'AcousticSumRuleInstability.lowest_eq_iff' depends on axioms: [propext, Classical.choice, Quot.sound]
'AcousticSumRuleInstability.lowest_le_directional' depends on axioms: [propext, Classical.choice, Quot.sound]
'AcousticSumRuleInstability.imaginary_frequency' depends on axioms: [propext, Classical.choice, Quot.sound]
```

**Q:** So what must I check before applying it to my own data?

**A:** First, that $\Phi$ is symmetric. Finite-difference force constants often are not, but replacing $\Phi$ by $(\Phi+\Phi^T)/2$ leaves the total sum unchanged. Second, that you have a real matrix over finitely many coordinates, such as the zone-centre matrix of a periodic cell; the complex Hermitian matrices at general wavevectors are a different case. Third, don't read too much into the mode: the theorem does not say that $u$ resembles a translation, nor does it trace the negative sum to its source.
